# The Fourier shape function of a uniform ball is within |x| of 1/3 when |x| ≤ 1

Take a ball of radius R > 0 and unit density, centred at the origin, and define its Fourier transform as the integral of e^(−i**q**·**r**) over the ball, with no prefactor. At wavenumber q = |**q**| > 0 the transform is 4πR³ (sin x − x cos x)/x³, with x = qR. The file defines the function multiplying 4πR³ for all real x, assigning it the value 1/3 at x = 0, and `ballShape_near_zero` states that it differs from 1/3 by at most |x| whenever |x| ≤ 1. The case x = 0 is settled directly. For other x, the attempt writes the difference as a combination of the Taylor remainders of sine and cosine divided by x³, and bounds the numerator with the triangle inequality and Mathlib's remainder estimates.

As first written in Lean, the proof fails:

```lean
import Mathlib

open Filter Topology

namespace DionKernelRemovable

noncomputable section

/-- The shape function `(sin x - x cos x) / x ^ 3`, with the value `1/3` at `x = 0`. -/
def ballShape (x : ℝ) : ℝ :=
  if x = 0 then 1 / 3 else (Real.sin x - x * Real.cos x) / x ^ 3

lemma ballShape_zero : ballShape 0 = 1 / 3 := if_pos rfl

lemma ballShape_of_ne {x : ℝ} (h : x ≠ 0) :
    ballShape x = (Real.sin x - x * Real.cos x) / x ^ 3 := if_neg h

/-- For `|x| ≤ 1` the shape function differs from `1/3` by at most `|x|`. -/
theorem ballShape_near_zero {x : ℝ} (hx : |x| ≤ 1) : |ballShape x - 1 / 3| ≤ |x| := by
  by_cases h : x = 0
  · subst h
    simp [ballShape_zero]
  · have hs := Real.sin_bound hx
    have hc := Real.cos_bound hx
    have hp : 0 < |x| := abs_pos.mpr h
    -- the remainder is built from the Taylor remainders of sine and cosine
    have e : ballShape x - 1 / 3 = ((Real.sin x - (x - x ^ 3 / 6))
        - x * (Real.cos x - (1 - x ^ 2 / 2))) / x ^ 3 := by
      rw [ballShape_of_ne h]
      field_simp
      ring
    have t := norm_sub_le (Real.sin x - (x - x ^ 3 / 6)) (x * (Real.cos x - (1 - x ^ 2 / 2)))
    simp only [Real.norm_eq_abs, abs_mul] at t
    have hm := mul_le_mul hx hc (abs_nonneg _) zero_le_one
    have h4 : 0 ≤ |x| ^ 4 := by positivity
    have h5 : |x| * |x| ^ 3 = |x| ^ 4 := by ring
    rw [e, abs_div, abs_pow, div_le_iff₀ (pow_pos hp 3), h5]
    linarith

end

end DionKernelRemovable
```

Lean reports:

```
Main.lean:38:4: error: linarith failed to find a contradiction
case neg
x : ℝ
hx : |x| ≤ 1
h : ¬x = 0
hs : |Real.sin x - (x - x ^ 3 / 6)| ≤ |x| ^ 5 / 100
hc : |Real.cos x - (1 - x ^ 2 / 2)| ≤ |x| ^ 4 * (5 / 96)
hp : 0 < |x|
e : ballShape x - 1 / 3 = (Real.sin x - (x - x ^ 3 / 6) - x * (Real.cos x - (1 - x ^ 2 / 2))) / x ^ 3
t :
  |Real.sin x - (x - x ^ 3 / 6) - x * (Real.cos x - (1 - x ^ 2 / 2))| ≤
    |Real.sin x - (x - x ^ 3 / 6)| + |x| * |Real.cos x - (1 - x ^ 2 / 2)|
hm : |x| * |Real.cos x - (1 - x ^ 2 / 2)| ≤ 1 * (|x| ^ 4 * (5 / 96))
h4 : 0 ≤ |x| ^ 4
h5 : |x| * |x| ^ 3 = |x| ^ 4
a✝ : |x| ^ 4 < |Real.sin x - (x - x ^ 3 / 6) - x * (Real.cos x - (1 - x ^ 2 / 2))|
⊢ False
failed
```

The error is at the final `linarith`, after the goal has been reduced to showing that the absolute value of the numerator is at most |x|⁴. The hypotheses `t`, `hs` and `hm` bound it by |x|⁵/100 + (5/96)|x|⁴. To finish, one must compare |x|⁵ with |x|⁴, and no hypothesis does so. `linarith` treats the two powers as unrelated quantities, and it does not multiply `hx`, which says |x| ≤ 1, by |x|⁴ to relate them. As far as its linear reasoning can tell, |x|⁵ might be very large, so it finds no contradiction.

The repair adds the missing comparison as `h6`, |x|⁵ ≤ |x|⁴, proved by multiplying `hx` by the nonnegative quantity |x|⁴. The numerator is then at most (1/100 + 5/96)|x|⁴. Since that coefficient is below 1 and `h4` says |x|⁴ is nonnegative, the unchanged `linarith` call now succeeds.

This version goes through:

```diff
@@ -35,4 +35,8 @@
     have h4 : 0 ≤ |x| ^ 4 := by positivity
     have h5 : |x| * |x| ^ 3 = |x| ^ 4 := by ring
+    have h6 : |x| ^ 5 ≤ |x| ^ 4 := by
+      calc |x| ^ 5 = |x| * |x| ^ 4 := by ring
+        _ ≤ 1 * |x| ^ 4 := mul_le_mul_of_nonneg_right hx h4
+        _ = |x| ^ 4 := one_mul _
     rw [e, abs_div, abs_pow, div_le_iff₀ (pow_pos hp 3), h5]
     linarith
```
